# The coupling-weighted mean of positive MP2 denominators never overestimates the magnitude of the second-order correlation energy

In second-order Møller–Plesset theory (MP2), two electrons are excited from occupied spin orbitals $i,j$ to virtual spin orbitals $a,b$. If every virtual level lies above every occupied one, each such excitation lowers the energy by a squared coupling divided by a positive orbital-energy difference. That denominator depends on all four indices. A crude simplification is to replace every denominator by one average value. If the average is weighted by the squared couplings, in which direction does the energy move, and how far?

## The error as a weighted spread of denominators

Number the excitations by a finite index $k$. Let $w_k\ge 0$ be the squared couplings, with total $W=\sum_k w_k>0$, and let $D_k>0$ be the denominators. The second-order energy, the mean denominator and the averaged energy are

$$E=-\sum_k \frac{w_k}{D_k},\qquad m=\frac{1}{W}\sum_k w_kD_k,\qquad \bar E=-\frac{W}{m}.$$

Since $W>0$, some weight is positive, so $\sum_k w_kD_k>0$ and therefore $m>0$. For any $\Delta\neq0$, expanding the square gives

$$\frac{w_k(D_k-\Delta)^2}{D_k\Delta^2}=\frac{w_k}{D_k}-\frac{2w_k}{\Delta}+\frac{w_kD_k}{\Delta^2}.$$

Sum over $k$ and set $\Delta=m$. Because $\sum_k w_kD_k=mW$, the last two terms combine to $-2W/m+W/m=-W/m$, and

$$\bar E-E=\sum_k\frac{w_k}{D_k}-\frac{W}{m}=\sum_k\frac{w_k(D_k-m)^2}{D_km^2}.$$

Every term on the right is nonnegative, so $E\le\bar E$. Both energies are negative, so the averaged one is never larger in size.

Equality requires every term to vanish, which means $D_k=m$ whenever $w_k\ne0$. Conversely, if all excitations with nonzero weight share a denominator $d$, then $\sum_k w_kD_k=dW$. Hence $m=d$, and every term is zero.

It would be wrong to state the equality condition as "all denominators are equal". Weights $(1,0)$ with denominators $(1,2)$ give $m=1$ and $E=\bar E=-1$. Such zero weights always occur in an MP2 sum over all index quadruples, because an antisymmetrized integral with $i=j$ vanishes.

Positivity of the denominators matters for the sign. Take weights $(1,1)$ and denominators $(-1,3)$. Then $m=1$ and $\bar E=-2$, while $E=2/3$, so the inequality is reversed. Nonzero denominators with a positive mean are thus not enough. Physically, a negative denominator means that the reference determinant leaves a lower pair of levels empty.

## How much correlation averaging can lose

Suppose that all denominators lie between $a>0$ and $b$. Then $(D_k-a)(b-D_k)\ge0$, which rearranges to

$$\frac1{D_k}\le\frac{a+b-D_k}{ab}.$$

Multiplying by $w_k$ and summing gives $\sum_k w_k/D_k\le W(a+b-m)/(ab)$. Completing a square compares this with the averaged energy:

$$\frac{(a+b)^2}{4ab}\,\frac Wm-\frac{W(a+b-m)}{ab}=\frac{W(a+b-2m)^2}{4abm}\ge0.$$

Hence $|E|\le\frac{(a+b)^2}{4ab}|\bar E|$. For $b=3a$ the factor is $4/3$, so averaging keeps at least three quarters of the second-order energy.

Two excitations of unit weight at $a$ and $b$ reach the factor. They have $W=2$ and $m=(a+b)/2$, so $|\bar E|=4/(a+b)$ and $|E|=(a+b)/(ab)$.

## Energies over a finite set of excitations

In Lean the excitations form a finite type `K`, with no further structure at this stage.

```lean
import Mathlib

open Finset

namespace AveragedDenominatorMP2

noncomputable section

variable {K : Type*} [Fintype K]
```

Weights and denominators are real functions on `K`. The first definition is $E$, with the minus sign included, so that a lower value means more correlation.

```lean
/-- Second-order correlation energy `-∑ w_k / D_k` of excitations with squared couplings `w_k`
and nonzero energy denominators `D_k`. -/
def secondOrderEnergy (w D : K → ℝ) : ℝ := -∑ k, w k / D k
```

The mean $m$ is weighted by the squared couplings. It averages the denominators themselves and not their reciprocals.

```lean
/-- Average of the denominators, weighted by the squared couplings, for nonzero total weight. -/
def meanDenominator (w D : K → ℝ) : ℝ := (∑ k, w k * D k) / ∑ k, w k
```

The averaged energy $\bar E$ keeps the total weight and uses this one denominator.

```lean
/-- Correlation energy with every denominator replaced by the weighted average, for nonzero total
weight and nonzero average. -/
def averagedEnergy (w D : K → ℝ) : ℝ := -((∑ k, w k) / meanDenominator w D)
```

## From the positive mean to the exact error

The first lemma proves $m>0$. If no weight were positive, the total could not be positive; the excitation found in this way makes the numerator of $m$ positive.

```lean
/-- For nonnegative weights of positive total and positive denominators, the mean denominator
is positive. -/
theorem meanDenominator_pos {w D : K → ℝ} (hw : ∀ k, 0 ≤ w k) (hW : 0 < ∑ k, w k)
    (hD : ∀ k, 0 < D k) : 0 < meanDenominator w D := by
  -- some excitation carries positive weight
  have hex : ∃ k, 0 < w k := by
    by_contra hcon
    push Not at hcon
    exact absurd hW (not_lt_of_ge (Finset.sum_nonpos fun k _ => hcon k))
  obtain ⟨k, hk⟩ := hex
  exact div_pos (Finset.sum_pos' (fun l _ => mul_nonneg (hw l) (hD l).le)
    ⟨k, Finset.mem_univ k, mul_pos hk (hD k)⟩) hW
```

Next comes the expansion about an arbitrary nonzero $\Delta$. The proof gathers the three sums on the right into one and compares terms. There `field_simp` clears the denominators and `ring` checks the remaining polynomial identity. No signs are needed, only nonzero denominators.

```lean
/-- Expansion of the weighted squared deviation of nonzero denominators from any common
nonzero denominator `Δ`. -/
theorem sum_sq_deviation (w : K → ℝ) {D : K → ℝ} {Δ : ℝ} (hD : ∀ k, D k ≠ 0) (hΔ : Δ ≠ 0) :
    ∑ k, w k * (D k - Δ) ^ 2 / (D k * Δ ^ 2) =
      ∑ k, w k / D k - 2 / Δ * ∑ k, w k + 1 / Δ ^ 2 * ∑ k, w k * D k := by
  rw [Finset.mul_sum, Finset.mul_sum, ← Finset.sum_sub_distrib, ← Finset.sum_add_distrib]
  refine Finset.sum_congr rfl fun k _ => ?_
  have hk := hD k
  field_simp
  ring
```

Setting $\Delta=m$ gives the error formula. In the proof, `hsum` is the relation $\sum_k w_kD_k=mW$, and `e` simplifies the last term of the expansion to $W/m$.

```lean
/-- For nonnegative weights of positive total and positive denominators, the error of the averaged
energy is the weighted sum of `(D_k - m)² / (D_k m²)`, with `m` the mean denominator. -/
theorem averagedEnergy_sub_secondOrderEnergy {w D : K → ℝ} (hw : ∀ k, 0 ≤ w k)
    (hW : 0 < ∑ k, w k) (hD : ∀ k, 0 < D k) :
    averagedEnergy w D - secondOrderEnergy w D =
      ∑ k, w k * (D k - meanDenominator w D) ^ 2 / (D k * meanDenominator w D ^ 2) := by
  have hm : meanDenominator w D ≠ 0 := (meanDenominator_pos hw hW hD).ne'
  have hsum : ∑ k, w k * D k = meanDenominator w D * ∑ k, w k :=
    (div_mul_cancel₀ _ hW.ne').symm
  have e : 1 / meanDenominator w D ^ 2 * (meanDenominator w D * ∑ k, w k) =
      (∑ k, w k) / meanDenominator w D := by
    field_simp
  rw [sum_sq_deviation w (fun k => (hD k).ne') hm, hsum, e]
  unfold averagedEnergy secondOrderEnergy
  ring
```

## The inequality and its equality case

The inequality $E\le\bar E$ follows because `h0` shows the error sum to be nonnegative, term by term.

```lean
/-- For nonnegative weights of positive total and positive denominators, the averaged energy is
never below the second-order energy, and so never larger in size. -/
theorem secondOrderEnergy_le_averagedEnergy {w D : K → ℝ} (hw : ∀ k, 0 ≤ w k)
    (hW : 0 < ∑ k, w k) (hD : ∀ k, 0 < D k) :
    secondOrderEnergy w D ≤ averagedEnergy w D := by
  have h := averagedEnergy_sub_secondOrderEnergy hw hW hD
  have h0 : 0 ≤ ∑ k, w k * (D k - meanDenominator w D) ^ 2 /
      (D k * meanDenominator w D ^ 2) :=
    Finset.sum_nonneg fun k _ => div_nonneg (mul_nonneg (hw k) (sq_nonneg _))
      (mul_nonneg (hD k).le (sq_nonneg _))
  linarith
```

The equality theorem says that $E=\bar E$ exactly when any two excitations `k` and `l` of nonzero weight have equal denominators. In the forward direction, a zero sum of nonnegative terms forces each term to vanish, and `key` extracts $D_k=m$ for every coupled excitation. In the reverse direction, excitations of zero weight contribute nothing. For any other `k`, the common denominator is factored out of the weighted sum, so `hmk` identifies it with $m$.

```lean
/-- For nonnegative weights of positive total and positive denominators, the averaged energy equals
the second-order energy if and only if all excitations with nonzero weight have the same
denominator. -/
theorem secondOrderEnergy_eq_averagedEnergy_iff {w D : K → ℝ} (hw : ∀ k, 0 ≤ w k)
    (hW : 0 < ∑ k, w k) (hD : ∀ k, 0 < D k) :
    secondOrderEnergy w D = averagedEnergy w D ↔
      ∀ k l, w k ≠ 0 → w l ≠ 0 → D k = D l := by
  have hid := averagedEnergy_sub_secondOrderEnergy hw hW hD
  have hm : meanDenominator w D ≠ 0 := (meanDenominator_pos hw hW hD).ne'
  constructor
  · intro h
    rw [h, sub_self] at hid
    -- a vanishing sum of nonnegative terms vanishes term by term
    have hz := (Finset.sum_eq_zero_iff_of_nonneg fun k _ =>
      div_nonneg (mul_nonneg (hw k) (sq_nonneg _))
        (mul_nonneg (hD k).le (sq_nonneg _))).1 hid.symm
    have key : ∀ k, w k ≠ 0 → D k = meanDenominator w D := by
      intro k hk
      rcases div_eq_zero_iff.1 (hz k (Finset.mem_univ k)) with h1 | h1
      · rcases mul_eq_zero.1 h1 with h2 | h2
        · exact absurd h2 hk
        · exact sub_eq_zero.1 (pow_eq_zero_iff two_ne_zero |>.1 h2)
      · exact absurd h1 (mul_ne_zero (hD k).ne' (pow_ne_zero 2 hm))
    intro k l hk hl
    rw [key k hk, key l hl]
  · intro h
    have hz : ∑ k, w k * (D k - meanDenominator w D) ^ 2 /
        (D k * meanDenominator w D ^ 2) = 0 := by
      refine Finset.sum_eq_zero fun k _ => ?_
      by_cases hk : w k = 0
      · simp [hk]
      · -- the common denominator is the mean
        have hs : ∑ l, w l * D l = D k * ∑ l, w l := by
          rw [Finset.mul_sum]
          refine Finset.sum_congr rfl fun l _ => ?_
          by_cases hl : w l = 0
          · simp [hl]
          · rw [h l k hl hk]
            exact mul_comm _ _
        have hmk : meanDenominator w D = D k := by
          unfold meanDenominator
          rw [hs, mul_div_cancel_right₀ _ hW.ne']
        simp [hmk]
    linarith
```

## The bound for denominators in an interval

The hypotheses `haD` and `hDb` place all denominators in $[a,b]$. The conclusion is written for the signed energies: $\frac{(a+b)^2}{4ab}\bar E\le E$, which is the bound on sizes derived above.

In the proof, `h1` is the summed chord estimate, with the product $(D_k-a)(b-D_k)$ supplied to `nlinarith`. Then `h2` rewrites its right-hand side in terms of the total weight and the weighted sum of denominators. After $m$ and $W$ have been replaced by plain letters, `h3` is the completed square and `h4` its nonnegativity.

```lean
/-- If the weights are nonnegative with positive total and all denominators lie in `[a, b]` with
`a > 0`, the second-order energy is at most `(a + b)² / (4ab)` times the averaged one in size. -/
theorem averagedEnergy_error_bound {w D : K → ℝ} {a b : ℝ} (hw : ∀ k, 0 ≤ w k)
    (hW : 0 < ∑ k, w k) (ha : 0 < a) (haD : ∀ k, a ≤ D k) (hDb : ∀ k, D k ≤ b) :
    (a + b) ^ 2 / (4 * a * b) * averagedEnergy w D ≤ secondOrderEnergy w D := by
  have hD : ∀ k, 0 < D k := fun k => lt_of_lt_of_le ha (haD k)
  have hb : 0 < b := by
    rcases isEmpty_or_nonempty K with h | ⟨⟨k⟩⟩
    · simp at hW
    · exact lt_of_lt_of_le (hD k) (hDb k)
  have hm := meanDenominator_pos hw hW hD
  have hsum : ∑ k, w k * D k = meanDenominator w D * ∑ k, w k :=
    (div_mul_cancel₀ _ hW.ne').symm
  -- the chord through `a` and `b` lies above `1 / D`
  have h1 : ∑ k, w k / D k ≤ ∑ k, w k * (a + b - D k) / (a * b) := by
    refine Finset.sum_le_sum fun k _ => ?_
    rw [div_le_div_iff₀ (hD k) (mul_pos ha hb)]
    nlinarith [mul_nonneg (hw k)
      (mul_nonneg (sub_nonneg.2 (haD k)) (sub_nonneg.2 (hDb k)))]
  have h2 : ∑ k, w k * (a + b - D k) / (a * b) =
      ((a + b) * ∑ k, w k - ∑ k, w k * D k) / (a * b) := by
    rw [← Finset.sum_div, Finset.mul_sum, ← Finset.sum_sub_distrib]
    congr 1
    exact Finset.sum_congr rfl fun k _ => by ring
  rw [h2, hsum] at h1
  unfold averagedEnergy secondOrderEnergy
  generalize meanDenominator w D = m at *
  generalize ∑ k, w k = W at *
  -- completing the square in the mean denominator
  have h3 : (a + b) ^ 2 / (4 * a * b) * (W / m) - ((a + b) * W - m * W) / (a * b) =
      W * (a + b - 2 * m) ^ 2 / (4 * a * b * m) := by
    field_simp
    ring
  have h4 : 0 ≤ W * (a + b - 2 * m) ^ 2 / (4 * a * b * m) := by positivity
  linarith
```

The two-excitation example is stated as an equality for all positive `a` and `b`, in either order. It shows that no smaller factor would serve for all weights and denominators in the interval. The proof writes out the sums over two elements and simplifies.

```lean
/-- Two excitations of unit weight with positive denominators `a` and `b` attain the factor
`(a + b)² / (4ab)`. -/
theorem averagedEnergy_error_bound_sharp {a b : ℝ} (ha : 0 < a) (hb : 0 < b) :
    secondOrderEnergy (fun _ : Fin 2 => 1) ![a, b] =
      (a + b) ^ 2 / (4 * a * b) * averagedEnergy (fun _ : Fin 2 => 1) ![a, b] := by
  have hab : a + b ≠ 0 := (add_pos ha hb).ne'
  simp only [secondOrderEnergy, averagedEnergy, meanDenominator, Fin.sum_univ_two,
    Matrix.cons_val_zero, Matrix.cons_val_one, one_mul]
  field_simp
  ring
```

## Spin orbitals and the MP2 energy

For MP2, an excitation is a quadruple $(i,j,a,b)$ from `O × O × V × V`, with `O` the occupied and `V` the virtual spin orbitals. The letters $a,b$ now label orbitals and no longer the ends of an interval. The integrals $v_{ijab}$ may be complex. The factor $1/4$ compensates for the unrestricted sum, in which exchanging $i$ with $j$ or $a$ with $b$ repeats the same excitation.

```lean
variable {O V : Type*} [Fintype O] [Fintype V]

/-- MP2 weight `|v_ijab|² / 4` of a double excitation, with `v` the antisymmetrized integrals over
spin orbitals. -/
def mp2Weight (v : O × O × V × V → ℂ) (k : O × O × V × V) : ℝ := ‖v k‖ ^ 2 / 4
```

The denominator is $e_a+e_b-e_i-e_j$, with `eo` and `ev` the occupied and virtual orbital energies.

```lean
/-- MP2 denominator `e_a + e_b - e_i - e_j` of the double excitation `(i, j, a, b)`. -/
def mp2Denominator (eo : O → ℝ) (ev : V → ℝ) (k : O × O × V × V) : ℝ :=
  ev k.2.2.1 + ev k.2.2.2 - eo k.1 - eo k.2.1
```

The final theorem has two physical hypotheses. The condition `gap` puts every virtual level above every occupied one, as in a gapped reference filled from the bottom. The condition `hv` says that at least one double excitation couples to the reference. The conclusion joins the inequality to the equality condition, now expressed through nonzero integrals.

The proof translates these hypotheses into those of the general theorems. The squared moduli are nonnegative, and a nonzero integral makes their total positive. Adding the gap inequalities for the pairs $(i,a)$ and $(j,b)$ makes each denominator positive. The equivalence `hne` says that a weight vanishes exactly when its integral does.

```lean
/-- If every virtual level lies above every occupied one and some coupling is nonzero, averaging the
MP2 denominators with the squared couplings as weights never lowers the second-order energy, and
leaves it unchanged if and only if all coupled double excitations have the same denominator. -/
theorem mp2_averaged_denominator (v : O × O × V × V → ℂ) (eo : O → ℝ) (ev : V → ℝ)
    (gap : ∀ i a, eo i < ev a) (hv : ∃ k, v k ≠ 0) :
    secondOrderEnergy (mp2Weight v) (mp2Denominator eo ev) ≤
        averagedEnergy (mp2Weight v) (mp2Denominator eo ev) ∧
      (secondOrderEnergy (mp2Weight v) (mp2Denominator eo ev) =
          averagedEnergy (mp2Weight v) (mp2Denominator eo ev) ↔
        ∀ k l, v k ≠ 0 → v l ≠ 0 → mp2Denominator eo ev k = mp2Denominator eo ev l) := by
  have hw : ∀ k, 0 ≤ mp2Weight v k := fun k => by unfold mp2Weight; positivity
  have hne : ∀ k, mp2Weight v k ≠ 0 ↔ v k ≠ 0 := fun k => by simp [mp2Weight]
  have hW : 0 < ∑ k, mp2Weight v k := by
    obtain ⟨k, hk⟩ := hv
    exact Finset.sum_pos' (fun l _ => hw l)
      ⟨k, Finset.mem_univ k, lt_of_le_of_ne (hw k) ((hne k).2 hk).symm⟩
  have hD : ∀ k, 0 < mp2Denominator eo ev k := fun k => by
    unfold mp2Denominator
    linarith [gap k.1 k.2.2.1, gap k.2.1 k.2.2.2]
  refine ⟨secondOrderEnergy_le_averagedEnergy hw hW hD, ?_⟩
  rw [secondOrderEnergy_eq_averagedEnergy_iff hw hW hD]
  simp only [hne]

end

end AveragedDenominatorMP2
```

The integrals and orbital energies are inputs here. They are not derived from a Hartree–Fock calculation, and antisymmetry of `v` is the intended reading of the integrals, not a hypothesis. For finite orbital sets with a gap, the theorem fixes the sign of the error that the coupling-weighted mean denominator introduces into MP2. The comparison is with the MP2 energy in the same orbitals, not with the full correlation energy.

```lean
#print axioms AveragedDenominatorMP2.secondOrderEnergy_le_averagedEnergy
#print axioms AveragedDenominatorMP2.averagedEnergy_error_bound
#print axioms AveragedDenominatorMP2.averagedEnergy_error_bound_sharp
#print axioms AveragedDenominatorMP2.mp2_averaged_denominator
```

```
'AveragedDenominatorMP2.secondOrderEnergy_le_averagedEnergy' depends on axioms: [propext, Classical.choice, Quot.sound]
'AveragedDenominatorMP2.averagedEnergy_error_bound' depends on axioms: [propext, Classical.choice, Quot.sound]
'AveragedDenominatorMP2.averagedEnergy_error_bound_sharp' depends on axioms: [propext, Classical.choice, Quot.sound]
'AveragedDenominatorMP2.mp2_averaged_denominator' depends on axioms: [propext, Classical.choice, Quot.sound]
```
